# An eigenstate of the two-spin transverse-field Ising model with energy −√(J² + 4h²)

Two spins interact through the Hamiltonian H = −J Z⊗Z − h(X⊗1 + 1⊗X), with coupling J > 0 and any real transverse field h. Writing E = √(J² + 4h²), the theorem `ground_state` states that the unnormalised vector with amplitudes E + J, 2h, 2h, E + J on up-up, up-down, down-up and down-down is nonzero and is an eigenvector of H with eigenvalue −E. It does not state that −E is the lowest eigenvalue. The proof gets nonzeroness from the up-up amplitude, then computes both sides of the eigenvalue equation and compares them amplitude by amplitude, with `hE`, the identity E² = J² + 4h², at hand.

This version doesn't compile in Lean 4 with Mathlib:

```lean
import Mathlib

open Matrix Polynomial
open scoped Kronecker

namespace TwoSpinTransverseIsing

noncomputable section

/-- The Pauli matrix `X`, which flips a spin. -/
def pauliX : Matrix (Fin 2) (Fin 2) ℝ := !![0, 1; 1, 0]

/-- The Pauli matrix `Z`, diagonal in the spin basis. -/
def pauliZ : Matrix (Fin 2) (Fin 2) ℝ := !![1, 0; 0, -1]

/-- The two-spin Ising Hamiltonian with coupling `J` and transverse field `h`. -/
def ising (J h : ℝ) : Matrix (Fin 2 × Fin 2) (Fin 2 × Fin 2) ℝ :=
  -(J • (pauliZ ⊗ₖ pauliZ)) -
    h • (pauliX ⊗ₖ (1 : Matrix (Fin 2) (Fin 2) ℝ) + (1 : Matrix (Fin 2) (Fin 2) ℝ) ⊗ₖ pauliX)

/-- The energy scale `√(J² + 4h²)`. -/
def outerEnergy (J h : ℝ) : ℝ := √(J ^ 2 + 4 * h ^ 2)

/-- The two-spin state with amplitudes `a, b, c, d` on up-up, up-down, down-up, down-down. -/
def twoSpin (a b c d : ℝ) : Fin 2 × Fin 2 → ℝ := fun p => !![a, b; c, d] p.1 p.2

lemma outerEnergy_sq (J h : ℝ) : outerEnergy J h ^ 2 = J ^ 2 + 4 * h ^ 2 :=
  Real.sq_sqrt (by positivity)

/-- The action of the Hamiltonian on the four amplitudes of a two-spin state. -/
theorem ising_mulVec (J h a b c d : ℝ) :
    ising J h *ᵥ twoSpin a b c d =
      twoSpin (-J * a - h * (b + c)) (J * b - h * (a + d))
        (J * c - h * (a + d)) (-J * d - h * (b + c)) := by
  ext ⟨i, j⟩
  fin_cases i <;> fin_cases j <;>
    simp [ising, pauliX, pauliZ, twoSpin, Matrix.mulVec, dotProduct,
      Fintype.sum_prod_type, Fin.sum_univ_two, Matrix.one_apply] <;> ring

lemma smul_twoSpin (r a b c d : ℝ) :
    r • twoSpin a b c d = twoSpin (r * a) (r * b) (r * c) (r * d) := by
  ext ⟨i, j⟩
  fin_cases i <;> fin_cases j <;> simp [twoSpin]

/-- For `J > 0` an explicit nonzero state has energy `-√(J² + 4h²)`. -/
theorem ground_state {J : ℝ} (hJ : 0 < J) (h : ℝ) :
    twoSpin (outerEnergy J h + J) (2 * h) (2 * h) (outerEnergy J h + J) ≠ 0 ∧
      ising J h *ᵥ twoSpin (outerEnergy J h + J) (2 * h) (2 * h) (outerEnergy J h + J) =
        (-outerEnergy J h) •
          twoSpin (outerEnergy J h + J) (2 * h) (2 * h) (outerEnergy J h + J) := by
  have hE := outerEnergy_sq J h
  have hE0 : 0 ≤ outerEnergy J h := Real.sqrt_nonneg _
  constructor
  · intro h0
    have h1 : outerEnergy J h + J = 0 := by
      simpa [twoSpin] using congrFun h0 (0, 0)
    linarith
  · rw [ising_mulVec, smul_twoSpin]
    congr 1 <;> first | ring | linear_combination hE

end

end TwoSpinTransverseIsing
```

The error:

```
Try this:
  [apply] ring_nf
  
  The `ring` tactic failed to close the goal. Use `ring_nf` to obtain a normal form.
    
  Note that `ring` works primarily in *commutative* rings. If you have a noncommutative ring, abelian group or module, consider using `noncomm_ring`, `abel` or `module` instead.
Try this:
  [apply] ring_nf
  
  The `ring` tactic failed to close the goal. Use `ring_nf` to obtain a normal form.
    
  Note that `ring` works primarily in *commutative* rings. If you have a noncommutative ring, abelian group or module, consider using `noncomm_ring`, `abel` or `module` instead.
Main.lean:58:2: error: unsolved goals
case right.e_a
J : ℝ
hJ : 0 < J
h : ℝ
hE : outerEnergy J h ^ 2 = J ^ 2 + 4 * h ^ 2
hE0 : 0 ≤ outerEnergy J h
⊢ -(J * outerEnergy J h) - J ^ 2 - h ^ 2 * 4 = -(J * outerEnergy J h) - outerEnergy J h ^ 2

case right.e_d
J : ℝ
hJ : 0 < J
h : ℝ
hE : outerEnergy J h ^ 2 = J ^ 2 + 4 * h ^ 2
hE0 : 0 ≤ outerEnergy J h
⊢ -(J * outerEnergy J h) - J ^ 2 - h ^ 2 * 4 = -(J * outerEnergy J h) - outerEnergy J h ^ 2
```

The mended proof, as a diff:

```diff
@@ -57,5 +57,5 @@
     linarith
   · rw [ising_mulVec, smul_twoSpin]
-    congr 1 <;> first | ring | linear_combination hE
+    congr 1 <;> first | ring1 | linear_combination hE
 
 end
```

What went wrong. The error shows two goals left open, for the up-up and down-down amplitudes. Each reduces to E² = J² + 4h², which is `hE`. Ring axioms alone cannot prove it, since they know nothing of how E depends on J and h.

The line `first | ring | linear_combination hE` was meant to fall through to `linear_combination hE` on these goals. But when `ring` cannot close a goal, it falls back to `ring_nf`, which here rewrote the goal and counted as a success. The two "Try this" messages report that fallback. `first` keeps the first alternative that does not fail, so `linear_combination hE` was never tried, and the rewritten goals were left over.

The repair replaces `ring` with `ring1`, which fails unless it closes the goal. On these two goals `first` now moves on to `linear_combination hE`, which supplies the missing identity. The other two amplitudes agree by algebra alone, so `ring1` closes them.
